# A Crooks relation for permutations of a finite phase space

Phase space is taken here to be a finite set \(X\), and the dynamics a permutation \(F\) of it. A microstate is an element \(x\in X\), and \(Fx\) is the microstate at the end of the driving. In continuous Hamiltonian mechanics, Liouville's theorem says that the flow preserves phase-space volume. On a finite set, volume becomes a count of states, and a permutation preserves every count. Integrals over phase space turn into finite sums, and a change of variables turns into a relabelling of the terms.

The system starts in the Boltzmann distribution of an energy \(H_0\), is driven by \(F\) without a heat bath, and ends with the energy \(H_1\). The work is therefore the whole energy change, \(H_1(Fx)-H_0(x)\). The Crooks relation compares the probability of work \(u\) with the probability of work \(-u\) in the time-reversed process. Crooks's theorem can also be stated for stochastic dynamics in contact with a bath; the version below is for deterministic, invertible dynamics on finitely many states, with energies that do not change when the momenta are reversed.

## Running the dynamics backwards

```lean
import Mathlib

open Finset

namespace DeterministicCrooks

noncomputable section

variable {X : Type*}
```

The first line loads the Mathlib library. The last one introduces `X`, the type of microstates, which so far may be any type at all.

```lean
/-- The time-reversed map: flip the momenta with `R`, run `F` backwards, flip again. -/
def reverseMap (R F : Equiv.Perm X) : Equiv.Perm X := R * F⁻¹ * R
```

`Equiv.Perm X` is the type of permutations of `X`, that is, maps with an inverse. Their product is composition, and the right-hand factor acts first. Let \(R\) be the reversal of momenta. The definition reads

\[ G = R\,F^{-1}R , \]

so \(G\) flips the momenta, undoes \(F\), and flips again. The letter \(G\) will stand for `reverseMap R F` throughout.

```lean
/-- The reversed map takes the flipped final state to the flipped initial state. -/
theorem reverseMap_apply {R : Equiv.Perm X} (hR : ∀ x, R (R x) = x)
    (F : Equiv.Perm X) (x : X) : reverseMap R F (R (F x)) = R x := by
  simp [reverseMap, hR]
```

In a Lean theorem, the hypotheses stand before the final colon, the claim follows it, and the proof comes after `:=`. The hypothesis `hR` says that flipping twice does nothing, \(R(Rx)=x\). The claim is \(G(RFx)=Rx\): start from the flipped final state, and the reversed map leads to the flipped initial state. By hand,

\[ G(RFx)=R\,F^{-1}R\,R\,Fx=R\,F^{-1}Fx=Rx . \]

The tactic `simp` makes the same cancellations after unfolding the definition.

```lean
/-- If every step of a protocol is time-reversible, the reversed map of the whole protocol
is the product of the same steps in the opposite order. -/
theorem reverseMap_protocol {R : Equiv.Perm X} (hR : ∀ x, R (R x) = x)
    (L : List (Equiv.Perm X)) (hL : ∀ S ∈ L, reverseMap R S = S) :
    reverseMap R L.prod = L.reverse.prod := by
  have hRR : R * R = 1 := Equiv.ext hR
  induction L with
  | nil => simp [reverseMap, hRR]
  | cons S L ih =>
    have hS : reverseMap R S = S := hL S (by simp)
    have hT := ih (fun T hT => hL T (by simp [hT]))
    -- insert `R * R = 1` between the two inverted factors
    have hmul : reverseMap R (S * L.prod) = reverseMap R L.prod * reverseMap R S := by
      unfold reverseMap
      calc R * (S * L.prod)⁻¹ * R = R * L.prod⁻¹ * 1 * S⁻¹ * R := by
            rw [mul_inv_rev, mul_one]; simp only [mul_assoc]
        _ = R * L.prod⁻¹ * R * (R * S⁻¹ * R) := by
            rw [← hRR]; simp only [mul_assoc]
    rw [List.prod_cons, hmul, hT, hS, List.reverse_cons, List.prod_append,
      List.prod_singleton]
```

A protocol is a list `L` of permutations, and `L.prod` is their product. Since the right-hand factor acts first, the last entry of the list is the first step in time. The hypothesis `hL` says that each step \(S\) is time-reversible, \(RS^{-1}R=S\). The claim is that the reversed map of the whole protocol is the product of the same steps in the opposite order.

For two factors \(S\) and \(T\), insert \(RR=1\) between the inverses:

\[ R(ST)^{-1}R = R\,T^{-1}S^{-1}R = (R\,T^{-1}R)(R\,S^{-1}R). \]

Reversal thus swaps the factors and reverses each one. If both are reversible, the right-hand side is \(TS\). Longer lists follow by induction, and the empty list gives \(R\,1\,R=1\). In the Lean proof, `hmul` is the displayed identity with \(T\) replaced by the product of the remaining list, and `ih` is the induction hypothesis for that remainder.

## Boltzmann weights and the work distribution

```lean
variable [Fintype X]

/-- The canonical partition function of the energy `H` at inverse temperature `β`. -/
def partitionFunction (β : ℝ) (H : X → ℝ) : ℝ := ∑ x, Real.exp (-β * H x)
```

`[Fintype X]` makes the phase space finite from here on. The partition function is

\[ Z(H)=\sum_{x\in X} e^{-\beta H(x)}, \]

with \(\beta\) the inverse temperature. Write \(Z_0=Z(H_0)\) and \(Z_1=Z(H_1)\).

```lean
/-- The probability that the work `H' (F x) - H x` equals `u` when `x` is drawn from the
Boltzmann distribution of `H`. -/
def workProb (β : ℝ) (H H' : X → ℝ) (F : Equiv.Perm X) (u : ℝ) : ℝ :=
  (∑ x, if H' (F x) - H x = u then Real.exp (-β * H x) else 0) / partitionFunction β H
```

For a start in the Boltzmann distribution of \(H\) and a final energy \(H'\), this is the probability that the work equals \(u\):

\[ \frac{1}{Z(H)}\sum_{x:\;H'(Fx)-H(x)=u} e^{-\beta H(x)} . \]

The `if … then … else 0` selects the states with the required work. On a finite set the work takes finitely many values, so this is a probability for an exact value and not a density.

```lean
/-- The partition function of a nonempty finite phase space is positive. -/
theorem partitionFunction_pos [Nonempty X] (β : ℝ) (H : X → ℝ) :
    0 < partitionFunction β H :=
  Finset.sum_pos (fun _ _ => Real.exp_pos _) Finset.univ_nonempty
```

Each exponential is positive, and a nonempty set supplies at least one, so \(Z>0\). This permits the divisions in the next theorem.

## The Crooks relation

```lean
/-- **Crooks relation** for deterministic dynamics: the forward probability of work `u` is
`exp (β u) Z₁ / Z₀` times the probability of work `-u` under the time-reversed map started
from the Boltzmann distribution of `H₁`. -/
theorem crooks_relation [Nonempty X] (β : ℝ) {H₀ H₁ : X → ℝ} {R : Equiv.Perm X}
    (hR : ∀ x, R (R x) = x) (h₀ : ∀ x, H₀ (R x) = H₀ x) (h₁ : ∀ x, H₁ (R x) = H₁ x)
    (F : Equiv.Perm X) (u : ℝ) :
    workProb β H₀ H₁ F u =
      Real.exp (β * u) * (partitionFunction β H₁ / partitionFunction β H₀) *
        workProb β H₁ H₀ (reverseMap R F) (-u) := by
  -- pair each forward trajectory with its time-reversed partner
  have key : (∑ x, if H₁ (F x) - H₀ x = u then Real.exp (-β * H₀ x) else 0) =
      Real.exp (β * u) *
        ∑ y, if H₀ (reverseMap R F y) - H₁ y = -u then Real.exp (-β * H₁ y) else 0 := by
    rw [Finset.mul_sum]
    refine Fintype.sum_equiv (F.trans R) _ _ (fun x => ?_)
    have hy : H₁ ((F.trans R) x) = H₁ (F x) := h₁ (F x)
    have hG : reverseMap R F ((F.trans R) x) = R x := reverseMap_apply hR F x
    simp only [hG, h₀, hy]
    by_cases h : H₁ (F x) - H₀ x = u
    · have h' : H₀ x - H₁ (F x) = -u := by linarith
      rw [if_pos h, if_pos h', ← Real.exp_add]
      congr 1
      linear_combination β * h
    · have h' : ¬ (H₀ x - H₁ (F x) = -u) := fun e => h (by linarith)
      rw [if_neg h, if_neg h', mul_zero]
  have z₀ := (partitionFunction_pos β H₀).ne'
  have z₁ := (partitionFunction_pos β H₁).ne'
  unfold workProb
  rw [key]
  field_simp
```

Write \(P_F(u)\) for the forward probability `workProb β H₀ H₁ F u`, and \(P_G(-u)\) for `workProb β H₁ H₀ (reverseMap R F) (-u)`. In the second expression the energies have changed places: the reverse process starts in the Boltzmann distribution of \(H_1\) and ends with the energy \(H_0\). The theorem says

\[ P_F(u)=e^{\beta u}\,\frac{Z_1}{Z_0}\,P_G(-u). \]

The hypotheses `h₀` and `h₁` say that both energies are unchanged by \(R\). Physically, they are even in the momenta, as is a kinetic energy \(p^2/2m\) plus a potential that depends only on the positions. Nothing is assumed about how well \(F\) conserves energy, and \(\beta\) may be any real number. With the free-energy difference \(\Delta A=-\beta^{-1}\ln(Z_1/Z_0)\) for \(\beta>0\), the prefactor becomes the familiar \(e^{\beta(u-\Delta A)}\).

For the derivation, pair each initial state \(x\) with \(y=RFx\), the starting point of its reversed trajectory. As \(x\) runs once through \(X\), so does \(y\). The invariance of the energies and \(Gy=Rx\) give

\[ H_1(y)=H_1(Fx),\qquad H_0(Gy)=H_0(Rx)=H_0(x). \]

The reverse work is then

\[ H_0(Gy)-H_1(y)=-\bigl[H_1(Fx)-H_0(x)\bigr], \]

so \(x\) contributes to forward work \(u\) exactly when \(y\) contributes to reverse work \(-u\). For such a pair \(H_0(x)=H_1(y)-u\), and the weights are related by

\[ e^{-\beta H_0(x)}=e^{\beta u}\,e^{-\beta H_1(y)} . \]

Summing over all pairs gives

\[ \sum_{x:\;H_1(Fx)-H_0(x)=u} e^{-\beta H_0(x)} = e^{\beta u}\sum_{y:\;H_0(Gy)-H_1(y)=-u} e^{-\beta H_1(y)} . \]

The left-hand sum is \(Z_0P_F(u)\) and the right-hand sum is \(Z_1P_G(-u)\). Division by \(Z_0\) yields the relation.

The Lean proof follows this order. The statement `key` is the last displayed identity. `Fintype.sum_equiv (F.trans R)` performs the relabelling, where `F.trans R` means first \(F\), then \(R\). The facts `hy` and `hG` are \(H_1(y)=H_1(Fx)\) and \(Gy=Rx\). `by_cases` separates states with work \(u\), where the exponents are compared, from the others, where both terms vanish. Finally `field_simp` carries out the division by the partition functions.

The smallest case has a single microstate, with energies \(H_0=a\) and \(H_1=b\). Both \(F\) and \(R\) are then the identity, and the work is \(b-a\) with certainty. At \(u=b-a\) the relation reads

\[ 1=e^{\beta(b-a)}\,\frac{e^{-\beta b}}{e^{-\beta a}}\cdot 1 , \]

and at any other \(u\) both sides are zero.

```lean
/-- Crooks relation for a protocol of time-reversible steps: the reverse process applies the
same steps in the opposite order. -/
theorem crooks_protocol [Nonempty X] (β : ℝ) {H₀ H₁ : X → ℝ} {R : Equiv.Perm X}
    (hR : ∀ x, R (R x) = x) (h₀ : ∀ x, H₀ (R x) = H₀ x) (h₁ : ∀ x, H₁ (R x) = H₁ x)
    (L : List (Equiv.Perm X)) (hL : ∀ S ∈ L, reverseMap R S = S) (u : ℝ) :
    workProb β H₀ H₁ L.prod u =
      Real.exp (β * u) * (partitionFunction β H₁ / partitionFunction β H₀) *
        workProb β H₁ H₀ L.reverse.prod (-u) := by
  rw [crooks_relation β hR h₀ h₁ L.prod u, reverseMap_protocol hR L hL]
```

Here \(F\) is a protocol of reversible steps, and the reverse process applies the same steps in the opposite order. Both energies are again assumed to be unchanged by \(R\). The proof takes the Crooks relation for `L.prod` and replaces the reversed map by `L.reverse.prod`, using the earlier theorem on protocols. The steps may differ from one another, so a force that changes during the driving is allowed. For switching simulations this means that, in the finite model with exactly invertible steps, the relation holds without a small-time-step limit, provided that the work is counted as the full energy change, integration error included.

## Metropolis acceptance for a reversible integrator

```lean
/-- For a time-reversible integrator `F`, the mean Metropolis acceptance in the Boltzmann
distribution of `H` is the probability that the energy does not rise plus the probability
that it strictly falls. -/
theorem mean_acceptance {β : ℝ} (hβ : 0 < β) {H : X → ℝ} {R F : Equiv.Perm X}
    (hR : ∀ x, R (R x) = x) (hH : ∀ x, H (R x) = H x) (hF : reverseMap R F = F) :
    (∑ x, Real.exp (-β * H x) * min 1 (Real.exp (-β * (H (F x) - H x)))) /
        partitionFunction β H =
      (∑ x, if H (F x) - H x ≤ 0 then Real.exp (-β * H x) else 0) / partitionFunction β H +
      (∑ x, if H (F x) - H x < 0 then Real.exp (-β * H x) else 0) /
        partitionFunction β H := by
  -- time reversal exchanges uphill and downhill moves
  have key : (∑ x, if 0 < H (F x) - H x then Real.exp (-β * H (F x)) else 0) =
      ∑ y, if H (F y) - H y < 0 then Real.exp (-β * H y) else 0 := by
    refine Fintype.sum_equiv (F.trans R) _ _ (fun x => ?_)
    have hy : H ((F.trans R) x) = H (F x) := hH (F x)
    have hG : F ((F.trans R) x) = R x := by
      have h := reverseMap_apply hR F x
      rw [hF] at h
      exact h
    simp only [hG, hH, hy]
    split_ifs <;> first | rfl | (exfalso; linarith)
  rw [← add_div, ← key, ← Finset.sum_add_distrib]
  congr 1
  refine Finset.sum_congr rfl (fun x _ => ?_)
  rcases le_or_gt (H (F x) - H x) 0 with h | h
  · have h1 : 1 ≤ Real.exp (-β * (H (F x) - H x)) := Real.one_le_exp (by nlinarith)
    rw [min_eq_left h1, if_pos h, if_neg (not_lt.mpr h), mul_one, add_zero]
  · have h1 : Real.exp (-β * (H (F x) - H x)) ≤ 1 := Real.exp_le_one_iff.mpr (by nlinarith)
    rw [min_eq_right h1, if_neg (not_le.mpr h), if_pos h, ← Real.exp_add, zero_add]
    congr 1
    ring
```

Now there is one energy \(H\), again unchanged by \(R\), the temperature is positive, and the integrator is its own reversed map, \(G=F\). By the theorem on protocols, a product of reversible steps has this property if its list reads the same in both directions, as in kick–drift–kick.

Let \(\Delta(x)=H(Fx)-H(x)\). A Metropolis test accepts the move with probability \(\min(1,e^{-\beta\Delta(x)})\). The theorem gives the average of this over the Boltzmann distribution:

\[ \bigl\langle \min(1,e^{-\beta\Delta})\bigr\rangle = P(\Delta\le 0)+P(\Delta<0). \]

To derive it, split the states by the sign of \(\Delta\). If \(\Delta(x)\le 0\), the move is always accepted, and \(x\) contributes its full weight \(e^{-\beta H(x)}\). Together these states give \(P(\Delta\le 0)\). If \(\Delta(x)>0\), the contribution is

\[ e^{-\beta H(x)}e^{-\beta[H(Fx)-H(x)]}=e^{-\beta H(Fx)} . \]

Set \(y=RFx\) again. Now \(Fy=Rx\), so \(\Delta(y)=H(x)-H(Fx)=-\Delta(x)\), and \(e^{-\beta H(Fx)}=e^{-\beta H(y)}\). Uphill states \(x\) correspond one to one to downhill states \(y\), and their contributions add up to \(P(\Delta<0)\) after division by \(Z(H)\).

In Lean, `key` is this exchange of uphill and downhill moves. The case split by `le_or_gt` then evaluates the minimum on each side, and this is where \(\beta>0\) enters.

The acceptance step of hybrid Monte Carlo has this form. The theorem concerns its mean acceptance for one reversible map on a finite phase space, and does not address the sampling correctness of the full algorithm.

## Kicks and drifts on a periodic lattice

```lean
/-- Momentum reversal on a periodic lattice of positions and momenta. -/
def flip (n : ℕ) : Equiv.Perm (ZMod n × ZMod n) where
  toFun z := (z.1, -z.2)
  invFun z := (z.1, -z.2)
  left_inv z := by simp
  right_inv z := by simp
```

A concrete phase space consists of pairs \((q,p)\) of integers modulo \(n\), written `ZMod n × ZMod n`. In the code, `z.1` is the position \(q\) and `z.2` the momentum \(p\). The flip sends \((q,p)\) to \((q,-p)\). Each of these definitions gives the map, its inverse, and short proofs that they undo each other.

```lean
/-- A kick: the momentum changes by the force `f` at the current position. -/
def kick {n : ℕ} (f : ZMod n → ZMod n) : Equiv.Perm (ZMod n × ZMod n) where
  toFun z := (z.1, z.2 + f z.1)
  invFun z := (z.1, z.2 - f z.1)
  left_inv z := by simp
  right_inv z := by simp
```

A kick sends \((q,p)\) to \((q,p+f(q))\), for an arbitrary force \(f\). Subtracting the same force undoes it, because the position has not changed.

```lean
/-- A drift: the position changes by the current momentum. -/
def drift (n : ℕ) : Equiv.Perm (ZMod n × ZMod n) where
  toFun z := (z.1 + z.2, z.2)
  invFun z := (z.1 - z.2, z.2)
  left_inv z := by simp
  right_inv z := by simp
```

A drift sends \((q,p)\) to \((q+p,p)\), with mass and time step absorbed into the units.

```lean
/-- A lattice energy: a potential `V` plus one unit of kinetic energy for nonzero momentum. -/
def latticeEnergy {n : ℕ} (V : ZMod n → ℝ) (z : ZMod n × ZMod n) : ℝ :=
  V z.1 + if z.2 = 0 then 0 else 1
```

The energy is \(V(q)\), plus one unit if \(p\neq 0\). This kinetic term is a simple function that is even in \(p\), not the usual \(p^2/2m\). The force \(f\) is not required to derive from \(V\).

```lean
/-- On the lattice, momentum reversal is an involution that preserves the energy, and kicks
and drifts are time-reversible steps. -/
theorem lattice_witness {n : ℕ} (V : ZMod n → ℝ) (f : ZMod n → ZMod n) :
    (∀ z, flip n (flip n z) = z) ∧
    (∀ z, latticeEnergy V (flip n z) = latticeEnergy V z) ∧
    reverseMap (flip n) (kick f) = kick f ∧
    reverseMap (flip n) (drift n) = drift n := by
  refine ⟨fun z => by simp [flip], fun z => by simp [flip, latticeEnergy],
    Equiv.ext fun z => ?_, Equiv.ext fun z => ?_⟩
  · change (z.1, -(-z.2 - f z.1)) = (z.1, z.2 + f z.1)
    exact Prod.ext rfl (by ring)
  · change (z.1 - -z.2, - -z.2) = (z.1 + z.2, z.2)
    exact Prod.ext (by ring) (by ring)

end

end DeterministicCrooks
```

The four parts, joined by `∧` ("and"), say that the flip is an involution, that it preserves the energy, and that kicks and drifts are reversible steps. The first two follow from \(-(-p)=p\) and from the fact that \(-p=0\) exactly when \(p=0\). For the kick, apply the flip, the inverse kick and the flip:

\[ (q,p)\to(q,-p)\to(q,-p-f(q))\to(q,p+f(q)) . \]

For the drift,

\[ (q,p)\to(q,-p)\to(q+p,-p)\to(q+p,p) . \]

The `change` lines write out these end results in coordinates, and `ring` checks the algebra.

For \(n\ge 1\) the lattice is finite and nonempty, so these facts supply what `crooks_protocol` needs for any sequence of kicks and drifts, with two potentials \(V_0\) and \(V_1\) defining \(H_0\) and \(H_1\). For \(n=0\), `ZMod n` is the set of all integers: the four statements still hold, but the phase space is infinite and the Crooks theorem does not apply.

```lean
#print axioms DeterministicCrooks.crooks_relation
#print axioms DeterministicCrooks.crooks_protocol
#print axioms DeterministicCrooks.mean_acceptance
```

```
'DeterministicCrooks.crooks_relation' depends on axioms: [propext, Classical.choice, Quot.sound]
'DeterministicCrooks.crooks_protocol' depends on axioms: [propext, Classical.choice, Quot.sound]
'DeterministicCrooks.mean_acceptance' depends on axioms: [propext, Classical.choice, Quot.sound]
```
